# Symmetrizing a Jacobian with distinct uncoupled energies preserves its levels to first order in the coupling

An excited-state program that holds a real nonsymmetric Jacobian \(J\) can replace it by \((J+J^{T})/2\) before diagonalization. A symmetric eigensolver then suffices, the eigenvalues are real, and left and right eigenvectors coincide. The secular matrix of the second-order algebraic diagrammatic construction, ADC(2), can be obtained in this way from the Jacobian of the coupled-cluster-type method CIS(D\(_\infty\)), provided that the Jacobian is written in an orthonormal basis of excited determinants.

The replacement changes the matrix, so one must ask what it does to the energies. The answer below is for a finite real model with one coupling parameter and a diagonal uncoupled part. It is not a derivation of the ADC(2) equations, whose blocks have different perturbation orders. Nor does the energy result, which assumes distinct uncoupled energies, apply directly to a closed-shell molecule with spin-restricted orbitals in a determinant basis: there the α and β excitations between the same two orbitals have equal uncoupled energies.

## The first-order transformation and the energies

Let \(A\) be diagonal with real entries \(a_i\), the uncoupled excitation energies, and let \(B\) be any real matrix. The Jacobian is \(A+tB\), where \(t\) is the coupling strength. Write

\[
B^{\mathrm s}=\tfrac12(B+B^{T}),\qquad N=\tfrac12(B-B^{T}).
\]

Suppose that the \(a_i\) are distinct, and define \(S_{ij}=N_{ij}/(a_i-a_j)\) for \(i\ne j\) and \(S_{ii}=0\). Exchanging \(i\) and \(j\) changes the sign of both numerator and denominator, so \(S\) is symmetric. Moreover,

\[
(SA-AS)_{ij}=S_{ij}(a_j-a_i)=-N_{ij},
\]

which also holds on the diagonal, where both sides vanish. Hence \(B+SA-AS=B-N=B^{\mathrm s}\). Multiplying out gives

\[
(1+tS)(A+tB)(1-tS)=A+tB^{\mathrm s}+t^2(SB-BS-SAS)-t^3SBS,
\]

\[
(1+tS)(1-tS)=1-t^2S^2 .
\]

The two outer factors are therefore inverse to each other only up to an error of order \(t^2\), and the transformation is a similarity only to that accuracy. The energies can be compared directly through the secular determinant.

Expand \(\det(z-A-tB)\) over permutations. The identity contributes \(\prod_i(z-a_i-tB_{ii})\). Any other permutation \(\sigma\) moves some index \(i\), and then it also moves \(\sigma(i)\). Its term contains at least two off-diagonal factors, each proportional to \(t\). Thus

\[
\det(z-A-tB)=\prod_i(z-a_i-tB_{ii})+t^2R(t,z)
\]

with a polynomial \(R\). Since \(B^{\mathrm s}_{ii}=B_{ii}\), the characteristic polynomials of the original and symmetrized problems agree modulo \(t^2\), even when some \(a_i\) coincide.

To pass from polynomials to energies, let \(E(t)\) be a root with \(E(0)=a_i\) and derivative \(e\) at \(t=0\). For \(t\ne0\), dividing the secular equation by \(t\) gives

\[
\left(\frac{E(t)-a_i}{t}-B_{ii}\right)\prod_{j\ne i}\bigl(E(t)-a_j-tB_{jj}\bigr)+tR(t,E(t))=0 .
\]

As \(t\to0\), this becomes \((e-B_{ii})\prod_{j\ne i}(a_i-a_j)=0\). The product is nonzero because the energies are distinct, so \(e=B_{ii}\). The symmetrized problem has the same diagonal and hence the same slope.

## Symmetrization in a program

With a stored matrix, the step is `J = 0.5 * (J + J.T)`, followed by a symmetric eigensolver. An iterative solver that never stores \(J\) needs the product \((Jv+J^{T}v)/2\) for each trial vector \(v\). The parameter \(t\) is usually absent from the code; the first-order result is a guide when the off-diagonal couplings are small compared with the energy gaps. It does not make the error small beside the effect of these couplings: the slope \(B_{ii}\) contains none of them, so they too change the energies only from second order on.

Ordinary second-order perturbation theory, which goes beyond the theorems below, estimates the change in level \(i\), symmetrized minus original, as

\[
t^2\sum_{j\ne i}\frac{N_{ij}^2}{a_i-a_j}.
\]

A small gap combined with a large antisymmetric coupling is therefore a warning sign.

## Matrices and secular determinant in Lean

The index type `n` labels a finite set of excitations.

```lean
import Mathlib

open Matrix Filter Topology

namespace JacobianSymmetrization

noncomputable section

variable {n : Type*} [Fintype n] [DecidableEq n]
```

The matrix \(B^{\mathrm s}\) is `symPart B`.

```lean
/-- The symmetric part `(B + Bᵀ)/2` of a coupling matrix. -/
def symPart (B : Matrix n n ℝ) : Matrix n n ℝ :=
  Matrix.of fun i j => (B i j + B j i) / 2
```

The matrix \(S\) is `generator a B`, with the vector `a` holding the uncoupled energies.

```lean
/-- The symmetrizing generator: the antisymmetric part of the coupling divided by the
differences of the uncoupled energies, with zero diagonal. -/
def generator (a : n → ℝ) (B : Matrix n n ℝ) : Matrix n n ℝ :=
  Matrix.of fun i j => if i = j then 0 else (B i j - B j i) / 2 / (a i - a j)
```

The function `secular a B t z` is the characteristic polynomial of the Jacobian evaluated at a real energy `z`. Energies enter the development as real roots of this function; eigenvectors and transition moments do not appear.

```lean
/-- The secular determinant `det (z - A - t B)` of the Jacobian `A + t B`, with `A` diagonal. -/
def secular (a : n → ℝ) (B : Matrix n n ℝ) (t z : ℝ) : ℝ :=
  (z • (1 : Matrix n n ℝ) - (diagonal a + t • B)).det
```

## Removing the antisymmetric coupling

Symmetry of the generator follows by cancelling the two minus signs. The theorem does not require distinct energies, because Lean assigns the value zero to a division by zero; the generator has its intended meaning only when the energies are distinct.

```lean
omit [Fintype n] in
/-- The symmetrizing generator is a symmetric matrix. -/
theorem generator_isSymm (a : n → ℝ) (B : Matrix n n ℝ) : (generator a B).IsSymm := by
  ext i j
  simp only [Matrix.transpose_apply, generator, Matrix.of_apply]
  by_cases hij : i = j
  · subst hij
    rfl
  · rw [if_neg hij, if_neg (Ne.symm hij), ← neg_sub (B i j), ← neg_sub (a i), neg_div,
      neg_div_neg_eq]
```

Distinctness is expressed by `Function.Injective a`. In the commutator identity it makes \(a_i-a_j\) nonzero off the diagonal, so that multiplying \(S_{ij}\) by this difference returns \(N_{ij}\).

```lean
/-- For distinct uncoupled energies, the commutator of the generator with the diagonal
Jacobian removes the antisymmetric part of the coupling. -/
theorem generator_commutator {a : n → ℝ} (ha : Function.Injective a) (B : Matrix n n ℝ) :
    symPart B = B + (generator a B * diagonal a - diagonal a * generator a B) := by
  ext i j
  simp only [Matrix.add_apply, Matrix.sub_apply, Matrix.mul_diagonal, Matrix.diagonal_mul,
    generator, symPart, Matrix.of_apply]
  by_cases hij : i = j
  · subst hij
    rw [if_pos rfl]
    ring
  · rw [if_neg hij]
    have hne : a i - a j ≠ 0 := sub_ne_zero.2 fun h => hij (ha h)
    have h : (B i j - B j i) / 2 / (a i - a j) * (a i - a j) = (B i j - B j i) / 2 :=
      div_mul_cancel₀ _ hne
    linear_combination h
```

The next theorem states both product identities exactly, for every real `t`. Its proof replaces `symPart B` by the commutator expression and then treats \(S\) and \(A\) as arbitrary matrices. What remains is noncommutative multiplication followed by the collection of powers of `t`, which `module` completes.

```lean
/-- For distinct uncoupled energies, the transformation by `1 + tS` and `1 - tS`, which are inverse
to each other up to a term in `t²`, symmetrizes the Jacobian to first order; the second- and
third-order terms are explicit. -/
theorem symmetrizing_transformation {a : n → ℝ} (ha : Function.Injective a)
    (B : Matrix n n ℝ) (t : ℝ) :
    (1 + t • generator a B) * (1 - t • generator a B)
        = 1 - t ^ 2 • (generator a B * generator a B) ∧
    (1 + t • generator a B) * (diagonal a + t • B) * (1 - t • generator a B)
        = diagonal a + t • symPart B
          + t ^ 2 • (generator a B * B - B * generator a B
              - generator a B * diagonal a * generator a B)
          - t ^ 3 • (generator a B * B * generator a B) := by
  rw [generator_commutator ha B]
  generalize generator a B = S
  generalize diagonal a = A
  constructor
  · simp only [add_mul, mul_sub, one_mul, mul_one, smul_mul_assoc, mul_smul_comm]
    module
  · simp only [add_mul, mul_add, mul_sub, one_mul, mul_one, smul_mul_assoc,
      mul_smul_comm, mul_assoc]
    module
```

## Agreement of the characteristic polynomials

The permutation argument is proved over any commutative ring, with divisibility by `x ^ 2` expressing "modulo \(x^2\)". The proof separates the identity from the sum over permutations. For every other permutation it finds a moved index `i`, shows that `σ i` is moved too, and extracts one factor `x` from each of the two corresponding matrix entries.

```lean
/-- The determinant of a diagonal matrix plus a coupling of strength `x` is the product of
the diagonal entries up to a multiple of `x²`. -/
theorem det_diagonal_add_smul {R : Type*} [CommRing R] (d : n → R) (x : R)
    (B : Matrix n n R) :
    x ^ 2 ∣ (diagonal d + x • B).det - ∏ i, (d i + x * B i i) := by
  have hs := Finset.add_sum_erase Finset.univ
    (fun σ : Equiv.Perm n => ((Equiv.Perm.sign σ : ℤ) : R) *
      ∏ i, (diagonal d + x • B) (σ i) i) (Finset.mem_univ 1)
  have h1 : ((Equiv.Perm.sign (1 : Equiv.Perm n) : ℤ) : R) *
      ∏ i, (diagonal d + x • B) ((1 : Equiv.Perm n) i) i = ∏ i, (d i + x * B i i) := by
    simp
  beta_reduce at hs
  rw [h1] at hs
  rw [Matrix.det_apply', ← hs, add_sub_cancel_left]
  -- a permutation other than the identity moves at least two indices
  refine Finset.dvd_sum fun σ hσ => Dvd.dvd.mul_left ?_ _
  obtain ⟨i, hi⟩ : ∃ i, σ i ≠ i := by
    by_contra h
    exact Finset.ne_of_mem_erase hσ (Equiv.ext fun i => not_not.1 fun hi => h ⟨i, hi⟩)
  have hj : σ (σ i) ≠ σ i := fun h => hi (σ.injective h)
  have hoff : ∀ k, σ k ≠ k → x ∣ (diagonal d + x • B) (σ k) k := fun k hk =>
    ⟨B (σ k) k, by simp [Matrix.diagonal_apply_ne _ hk]⟩
  have hpair : x ^ 2 ∣ ∏ k ∈ {i, σ i}, (diagonal d + x • B) (σ k) k := by
    rw [Finset.prod_pair hi.symm, sq]
    exact mul_dvd_mul (hoff i hi) (hoff _ hj)
  exact hpair.trans (Finset.prod_dvd_prod_of_subset _ _ _ (Finset.subset_univ _))
```

The general ring allows \(t\) and \(z\) to be polynomial variables. In `secular_expansion`, variable 0 is \(t\) and variable 1 is \(z\), and the divisibility statement supplies the remainder `R`. Evaluating at real numbers then gives the expansion derived above. One polynomial `R` serves all `t` and `z`, although it depends on `a` and `B`.

```lean
/-- The secular determinant is the product of the factors `z - a_i - t B_ii` plus `t²` times
a polynomial in `t` and `z`. -/
theorem secular_expansion (a : n → ℝ) (B : Matrix n n ℝ) :
    ∃ R : MvPolynomial (Fin 2) ℝ, ∀ t z : ℝ,
      secular a B t z = ∏ i, (z - a i - t * B i i) + t ^ 2 * MvPolynomial.eval ![t, z] R := by
  obtain ⟨R, hR⟩ := det_diagonal_add_smul
    (fun i => (MvPolynomial.X 1 - MvPolynomial.C (a i) : MvPolynomial (Fin 2) ℝ))
    (MvPolynomial.X 0) (Matrix.of fun i j => -MvPolynomial.C (B i j))
  refine ⟨R, fun t z => ?_⟩
  have h := congrArg (MvPolynomial.eval ![t, z]) hR
  rw [map_sub, RingHom.map_det] at h
  have hM : (MvPolynomial.eval ![t, z]).mapMatrix
      (diagonal (fun i => (MvPolynomial.X 1 - MvPolynomial.C (a i) : MvPolynomial (Fin 2) ℝ))
        + (MvPolynomial.X 0 : MvPolynomial (Fin 2) ℝ) •
          Matrix.of fun i j => -MvPolynomial.C (B i j))
      = z • (1 : Matrix n n ℝ) - (diagonal a + t • B) := by
    ext i j
    by_cases hij : i = j
    · subst hij
      simp
      ring
    · simp [hij]
  rw [hM] at h
  simp only [map_prod, map_add, map_sub, map_mul, map_pow, map_neg, MvPolynomial.eval_X,
    MvPolynomial.eval_C, Matrix.of_apply, Matrix.cons_val_zero, Matrix.cons_val_one] at h
  have hp : ∏ i, (z - a i - t * B i i) = ∏ i, (z - a i + t * -B i i) :=
    Finset.prod_congr rfl fun i _ => by ring
  rw [hp]
  unfold secular
  linear_combination h
```

Applying the expansion to `B` and to `symPart B` gives two equal products, because the diagonals agree. The two secular determinants therefore differ by \(t^2\) times the difference of the two remainders. No distinctness is assumed.

```lean
/-- The characteristic polynomials of the Jacobian and of its symmetrized form agree
modulo `t²`. -/
theorem secular_symPart (a : n → ℝ) (B : Matrix n n ℝ) :
    ∃ R : MvPolynomial (Fin 2) ℝ, ∀ t z : ℝ,
      secular a B t z - secular a (symPart B) t z = t ^ 2 * MvPolynomial.eval ![t, z] R := by
  obtain ⟨P, hP⟩ := secular_expansion a B
  obtain ⟨Q, hQ⟩ := secular_expansion a (symPart B)
  refine ⟨P - Q, fun t z => ?_⟩
  have hd : ∀ i, symPart B i i = B i i := fun i => by
    simp only [symPart, Matrix.of_apply]
    ring
  rw [hP, hQ, map_sub]
  simp only [hd]
  ring
```

## Equal slopes of the levels

The theorem `level_slope` describes one level by a function `E` that starts at `a i`, has derivative `e` at zero, and satisfies the secular equation for all `t` sufficiently near zero. Differentiability at zero is a hypothesis of the theorem. When the \(a_i\) are distinct, the implicit function theorem provides such a level; that step is not formalized here.

In the proof, `P` is the product over \(j\ne i\), and `Q` is the remainder evaluated along the level. The limit `hlim` is that of the secular equation divided by `t`, while `hzero` says that the divided expression vanishes for small nonzero `t`. Uniqueness of limits gives `hval`, and distinctness gives `hP0`, the nonvanishing of the limiting product. Cancelling that product leaves \(e=B_{ii}\).

```lean
/-- For distinct uncoupled energies, a differentiable level that starts at `a_i` has
initial slope `B_ii`. -/
theorem level_slope {a : n → ℝ} (ha : Function.Injective a) (B : Matrix n n ℝ) (i : n)
    {E : ℝ → ℝ} {e : ℝ} (hE : HasDerivAt E e 0) (h0 : E 0 = a i)
    (hroot : ∀ᶠ t in 𝓝 0, secular a B t (E t) = 0) : e = B i i := by
  obtain ⟨R, hR⟩ := secular_expansion a B
  have hc : ContinuousAt E 0 := hE.continuousAt
  obtain ⟨P, hP⟩ : ∃ P : ℝ → ℝ,
      P = fun t => ∏ j ∈ Finset.univ.erase i, (E t - a j - t * B j j) := ⟨_, rfl⟩
  obtain ⟨Q, hQ⟩ : ∃ Q : ℝ → ℝ, Q = fun t => MvPolynomial.eval ![t, E t] R := ⟨_, rfl⟩
  have hPc : Tendsto P (𝓝 0) (𝓝 (P 0)) := by
    rw [hP]
    exact tendsto_finsetProd _ fun j _ =>
      (hc.sub continuousAt_const).sub (continuousAt_id.mul continuousAt_const)
  have hQc : Tendsto Q (𝓝 0) (𝓝 (Q 0)) := by
    rw [hQ]
    have hv : ContinuousAt (fun t : ℝ => ![t, E t]) 0 :=
      continuousAt_pi.2 (Fin.forall_fin_two.2 ⟨continuousAt_id, hc⟩)
    exact ((MvPolynomial.continuous_eval R).tendsto _).comp hv
  have hs : Tendsto (fun t => t⁻¹ * (E t - E 0)) (𝓝[≠] 0) (𝓝 e) := by
    simpa using hasDerivAt_iff_tendsto_slope_zero.1 hE
  have hid : Tendsto (fun t : ℝ => t) (𝓝[≠] 0) (𝓝 0) := nhdsWithin_le_nhds
  -- divide the secular equation by `t` and let `t` tend to zero
  have hlim : Tendsto (fun t => (t⁻¹ * (E t - E 0) - B i i) * P t + t * Q t) (𝓝[≠] 0)
      (𝓝 ((e - B i i) * P 0 + 0 * Q 0)) :=
    ((hs.sub tendsto_const_nhds).mul (hPc.mono_left nhdsWithin_le_nhds)).add
      (hid.mul (hQc.mono_left nhdsWithin_le_nhds))
  have hzero : ∀ᶠ t in 𝓝[≠] (0 : ℝ),
      (t⁻¹ * (E t - E 0) - B i i) * P t + t * Q t = 0 := by
    filter_upwards [self_mem_nhdsWithin, hroot.filter_mono nhdsWithin_le_nhds] with t ht h
    have ht' : t ≠ 0 := ht
    rw [hR t (E t), ← Finset.mul_prod_erase _ _ (Finset.mem_univ i)] at h
    have h' : (E t - a i - t * B i i) * P t + t ^ 2 * Q t = 0 := by
      rw [hP, hQ]
      exact h
    have hinv : t * t⁻¹ = 1 := mul_inv_cancel₀ ht'
    apply mul_left_cancel₀ ht'
    rw [h0]
    linear_combination h' + (E t - a i) * P t * hinv
  have hval : (e - B i i) * P 0 + 0 * Q 0 = 0 :=
    tendsto_nhds_unique hlim (tendsto_const_nhds.congr' (hzero.mono fun t h => h.symm))
  have hP0 : P 0 ≠ 0 := by
    simp only [hP, h0]
    refine Finset.prod_ne_zero_iff.2 fun j hj h => ?_
    exact Finset.ne_of_mem_erase hj (ha (by linarith))
  rw [zero_mul, add_zero] at hval
  exact sub_eq_zero.1 ((mul_eq_zero.1 hval).resolve_right hP0)
```

The statement about energies compares a level `E` of the original problem with a level `F` of the symmetrized one. Both start at the same `a i`, and both slopes equal the same diagonal element.

```lean
/-- Symmetrizing the Jacobian preserves energies to first order: for distinct uncoupled
energies, differentiable levels of both problems starting at `a_i` have equal slopes. -/
theorem symmetrization_preserves_slopes {a : n → ℝ} (ha : Function.Injective a)
    (B : Matrix n n ℝ) (i : n) {E F : ℝ → ℝ} {e f : ℝ}
    (hE : HasDerivAt E e 0) (hF : HasDerivAt F f 0) (hE0 : E 0 = a i) (hF0 : F 0 = a i)
    (hEroot : ∀ᶠ t in 𝓝 0, secular a B t (E t) = 0)
    (hFroot : ∀ᶠ t in 𝓝 0, secular a (symPart B) t (F t) = 0) : e = f := by
  rw [level_slope ha B i hE hE0 hEroot, level_slope ha (symPart B) i hF hF0 hFroot]
  simp only [symPart, Matrix.of_apply]
  ring
```

## Two-level examples at and beyond first order

Take two levels with the same uncoupled energy, chosen as the zero of energy, and the one-way coupling \(B_{01}=1\), all other entries being zero, with indices 0 and 1 as in Lean. The original determinant is \(z^2\), so both levels stay at zero. After symmetrization the levels are \(\pm t/2\), with slopes \(\pm1/2\). The determinants differ only by \(t^2/4\), yet the energies change at first order, because a perturbation of order \(t^2\) can split a double root by an amount of order \(t\). Agreement of the characteristic polynomials modulo \(t^2\) is thus not enough to preserve energies to first order at a degeneracy.

```lean
/-- For two levels of uncoupled energy 0 with a one-way coupling `t`, the secular determinant is
`z²`, while that of the symmetrized problem has the roots `t/2` and `-t/2`. -/
theorem degenerate_levels (t z : ℝ) :
    secular (fun _ : Fin 2 => 0) !![0, 1; 0, 0] t z = z ^ 2 ∧
    secular (fun _ : Fin 2 => 0) (symPart !![0, 1; 0, 0]) t z
      = (z - t / 2) * (z + t / 2) := by
  constructor <;> simp [secular, symPart, Matrix.det_fin_two] <;> ring
```

With uncoupled energies 0 and 1 and the same coupling, distinctness holds. The original levels remain exactly 0 and 1, whereas the symmetrized ones solve \(z(z-1)=t^2/4\). The determinants differ by exactly \(t^2/4\), so agreement modulo \(t^2\) cannot in general be improved to agreement modulo \(t^3\). Both examples are proved by evaluating two-by-two determinants.

```lean
/-- For uncoupled energies 0 and 1 with a one-way coupling `t`, the two secular determinants differ
by exactly `t²/4`. -/
theorem second_order_difference (t z : ℝ) :
    secular ![0, 1] !![0, 1; 0, 0] t z - secular ![0, 1] (symPart !![0, 1; 0, 0]) t z
      = t ^ 2 / 4 := by
  simp [secular, symPart, Matrix.det_fin_two]
  ring

end

end JacobianSymmetrization
```

```lean
#print axioms JacobianSymmetrization.secular_symPart
#print axioms JacobianSymmetrization.symmetrization_preserves_slopes
#print axioms JacobianSymmetrization.degenerate_levels
#print axioms JacobianSymmetrization.second_order_difference
```

```
'JacobianSymmetrization.secular_symPart' depends on axioms: [propext, Classical.choice, Quot.sound]
'JacobianSymmetrization.symmetrization_preserves_slopes' depends on axioms: [propext, Classical.choice, Quot.sound]
'JacobianSymmetrization.degenerate_levels' depends on axioms: [propext, Classical.choice, Quot.sound]
'JacobianSymmetrization.second_order_difference' depends on axioms: [propext, Classical.choice, Quot.sound]
```
